# Non-singlet weight bounds the expectation value of a vector operator

Let $S_x,S_y,S_z$ be Hermitian operators on a finite-dimensional complex Hilbert space, let $[S_x,V_y]=iV_z$ (with $\hbar=1$), and let $V_z$ have operator norm at most $c$. A unit state $\psi$ with non-singlet weight $w$ then satisfies

$$|\langle\psi,V_z\psi\rangle|\le c\left(2\sqrt{w(1-w)}+w\right).$$

If $V_z$ is also Hermitian and $w\le 1/2$, the bound improves to $2c\sqrt{w(1-w)}$, and a pair of spins one-half attains it.

## Local moments in broken-symmetry states

An unrestricted mean-field calculation on a system whose ground state is a singlet may return up-spin density on one site and down-spin density on another. The spin of a single site, or the difference of two site spins, is a vector operator under total spin, so its z-component can play the part of $V_z$. In a finite orbital basis, the bound then limits how close a state with such a moment can be to a singlet.

The singlets are the states with $S^2\psi=0$, where $S^2=S_x^2+S_y^2+S_z^2$. With $P$ the orthogonal projection onto them, $w=\|\psi-P\psi\|^2$. This is a weight between 0 and 1, not the excess in $\langle S^2\rangle$ by which contamination is often reported.

## Singlets have no moment

For a singlet $a$, Hermiticity gives

$$0=\langle a,S^2a\rangle=\sum_i\|S_ia\|^2,$$

so every $S_i$ annihilates $a$. For two singlets $a,a'$ the commutator then yields

$$i\langle a,V_za'\rangle=\langle S_xa,V_ya'\rangle-\langle a,V_yS_xa'\rangle=0.$$

Now write $\psi=a+b$ with $a=P\psi$. The parts are orthogonal, with $\|a\|^2=1-w$ and $\|b\|^2=w$, and

$$\langle\psi,V_z\psi\rangle=\langle a,V_zb\rangle+\langle b,V_za\rangle+\langle b,V_zb\rangle.$$

By Cauchy–Schwarz the terms are at most $c\|a\|\|b\|$, $c\|a\|\|b\|$ and $c\|b\|^2$ in modulus. Their sum is the first bound. For $w\ge1/5$ it is no better than $|\langle\psi,V_z\psi\rangle|\le c$, which holds for every unit state.

## A trial vector that balances the two parts

Let $V_z$ be Hermitian and $w\le1/2$, so that $\|b\|\le\|a\|$ and $\|a\|>0$. Put $X=\operatorname{Re}\langle a,V_zb\rangle$ and $Y=\langle b,V_zb\rangle$, which is real. The moment is $2X+Y$.

The vector $v=\|b\|a+\|a\|b$ has squared norm $2\|a\|^2\|b\|^2$, and $\langle v,V_zv\rangle=2\|a\|\|b\|X+\|a\|^2Y$. The norm bound on $V_z$, after division by $\|a\|$, gives

$$\bigl|2\|b\|X+\|a\|Y\bigr|\le2c\|a\|\|b\|^2.$$

Together with $|X|\le c\|a\|\|b\|$ this yields

$$\begin{aligned}
\|a\|\,|2X+Y|&=\bigl|(2\|b\|X+\|a\|Y)+2(\|a\|-\|b\|)X\bigr|\\
&\le2c\|a\|\|b\|^2+2c(\|a\|-\|b\|)\|a\|\|b\|\\
&=2c\|a\|^2\|b\|.
\end{aligned}$$

Division by $\|a\|$ leaves $2c\|a\|\|b\|=2c\sqrt{w(1-w)}$.

For $w>1/2$ the sharper bound can fail: with $V_z=S_z$, the state $\uparrow\uparrow$ has $w=1$ and moment 1, while the sharper expression vanishes.

## Two spins and a quadratically small contamination

Take $p\,{\uparrow\downarrow}-q\,{\downarrow\uparrow}$ with real $p,q$ and $p^2+q^2=1$, and let $V_z$ be the first z-spin minus the second, so $c=1$. The state splits into

$$\frac{p+q}{2}({\uparrow\downarrow}-{\downarrow\uparrow})+\frac{p-q}{2}({\uparrow\downarrow}+{\downarrow\uparrow}),$$

a singlet part and a triplet part. Hence $w=(p-q)^2/2$ and, by normalisation, $1-w=(p+q)^2/2$. The moment is $p^2-q^2$, and $2\sqrt{w(1-w)}=|p^2-q^2|$, so the sharper expression is attained.

For $p,q\ge0$ and moment $m$ this means $w=(1-\sqrt{1-m^2})/2$, which is about $m^2/4$ when $m$ is small. A visible moment can therefore accompany a small contamination.

## Operators and weights in Lean

The space is `E`, and operators are elements of `Module.End ℂ E`. The family `S` is indexed by `Fin 3`, with 0, 1, 2 for x, y, z. Hermiticity is `IsSymmetric`, and the norm bound is the hypothesis `∀ x, ‖Vz x‖ ≤ c * ‖x‖`. The singlets are the kernel of `spinSq S`, and `contamination S ψ` is $w$.

`moment_le` states the first bound and `moment_le_sharp` the second. Neither assumes the su(2) relations among the $S_i$ or the other vector-operator commutators, so true spin operators are a special case. The first theorem does not require $V_z$ to be Hermitian, and its left side is the modulus of a complex number. If the only singlet is the zero vector, as for an odd number of electrons, then $w=1$ and the first bound reduces to $c$.

```lean
import Mathlib

open Matrix

namespace SpinContamination

noncomputable section

variable {E : Type*} [NormedAddCommGroup E] [InnerProductSpace ℂ E]

/-- The total spin operator `S² = Sx² + Sy² + Sz²`. -/
def spinSq (S : Fin 3 → Module.End ℂ E) : Module.End ℂ E := ∑ i, S i * S i

/-- The singlet subspace: all states with `S² ψ = 0`. -/
def singlets (S : Fin 3 → Module.End ℂ E) : Submodule ℂ E := LinearMap.ker (spinSq S)

/-- The non-singlet weight of `ψ`: the squared norm of what remains after the orthogonal
projection of `ψ` onto the singlets is subtracted. -/
def contamination [FiniteDimensional ℂ E] (S : Fin 3 → Module.End ℂ E) (ψ : E) : ℝ :=
  ‖ψ - (singlets S).starProjection ψ‖ ^ 2

/-- If the spin components are Hermitian, each of them annihilates every singlet. -/
theorem singlet_annihilated {S : Fin 3 → Module.End ℂ E} (hS : ∀ i, (S i).IsSymmetric)
    {a : E} (ha : a ∈ singlets S) (i : Fin 3) : S i a = 0 := by
  have h0 : spinSq S a = 0 := LinearMap.mem_ker.1 ha
  -- ⟨a, S² a⟩ is a sum of squared norms
  have h1 : inner ℂ a (spinSq S a) = ((∑ i, ‖S i a‖ ^ 2 : ℝ) : ℂ) := by
    simp only [spinSq, LinearMap.sum_apply, Module.End.mul_apply, inner_sum]
    push_cast
    refine Finset.sum_congr rfl fun j _ => ?_
    rw [← hS j a (S j a)]
    exact inner_self_eq_norm_sq_to_K _
  rw [h0, inner_zero_right] at h1
  have h2 : ∑ i, ‖S i a‖ ^ 2 = 0 := by exact_mod_cast h1.symm
  have h3 := (Finset.sum_eq_zero_iff_of_nonneg (fun j _ => sq_nonneg ‖S j a‖)).1 h2 i
    (Finset.mem_univ i)
  exact norm_eq_zero.1 (pow_eq_zero_iff (two_ne_zero)|>.1 h3)

/-- If the spin components are Hermitian and `[Sx, Vy] = i Vz`, then `Vz` has no matrix
elements between singlets. -/
theorem singlet_no_moment {S : Fin 3 → Module.End ℂ E} (hS : ∀ i, (S i).IsSymmetric)
    {Vy Vz : Module.End ℂ E} (hV : S 0 * Vy - Vy * S 0 = Complex.I • Vz)
    {a a' : E} (ha : a ∈ singlets S) (ha' : a' ∈ singlets S) : inner ℂ a (Vz a') = 0 := by
  have h := congrArg (fun T : Module.End ℂ E => inner ℂ a (T a')) hV
  simp only [LinearMap.sub_apply, Module.End.mul_apply, LinearMap.smul_apply, inner_sub_right,
    inner_smul_right] at h
  rw [← hS 0 a (Vy a'), singlet_annihilated hS ha, singlet_annihilated hS ha', map_zero,
    inner_zero_left, inner_zero_right, sub_zero] at h
  exact (mul_eq_zero.1 h.symm).resolve_left Complex.I_ne_zero

/-- An operator of norm at most `c` has matrix elements at most `c ‖x‖ ‖y‖`. -/
theorem element_le {V : Module.End ℂ E} {c : ℝ} (hc : ∀ x, ‖V x‖ ≤ c * ‖x‖) (x y : E) :
    ‖inner ℂ x (V y)‖ ≤ c * (‖x‖ * ‖y‖) :=
  (norm_inner_le_norm x (V y)).trans
    (by linarith [mul_le_mul_of_nonneg_left (hc y) (norm_nonneg x)])

variable [FiniteDimensional ℂ E]

/-- A unit state is a singlet `a` plus an orthogonal rest `b`, whose squared norms are
`1 - w` and `w`, with `w` the non-singlet weight. -/
theorem singlet_split (S : Fin 3 → Module.End ℂ E) {ψ : E} (hψ : ‖ψ‖ = 1) :
    ∃ a b : E, a ∈ singlets S ∧ inner ℂ a b = 0 ∧ ψ = a + b ∧
      ‖a‖ ^ 2 = 1 - contamination S ψ ∧ ‖b‖ ^ 2 = contamination S ψ := by
  have hm := (singlets S).starProjection_apply_mem ψ
  have ho := Submodule.inner_right_of_mem_orthogonal hm
    ((singlets S).sub_starProjection_mem_orthogonal ψ)
  refine ⟨_, _, hm, ho, (add_sub_cancel _ _).symm, ?_, rfl⟩
  have h := norm_add_sq (𝕜 := ℂ) ((singlets S).starProjection ψ)
    (ψ - (singlets S).starProjection ψ)
  rw [ho, add_sub_cancel, hψ, map_zero] at h
  unfold contamination
  linarith

/-- A local moment forces contamination: for Hermitian spin components, `[Sx, Vy] = i Vz` and
`Vz` of norm at most `c`, a unit state of non-singlet weight `w` has
`|⟨Vz⟩| ≤ c (2 √(w (1 - w)) + w)`. -/
theorem moment_le {S : Fin 3 → Module.End ℂ E} (hS : ∀ i, (S i).IsSymmetric)
    {Vy Vz : Module.End ℂ E} (hV : S 0 * Vy - Vy * S 0 = Complex.I • Vz)
    {c : ℝ} (hc : ∀ x, ‖Vz x‖ ≤ c * ‖x‖) {ψ : E} (hψ : ‖ψ‖ = 1) :
    ‖inner ℂ ψ (Vz ψ)‖ ≤ c * (2 * √(contamination S ψ * (1 - contamination S ψ))
      + contamination S ψ) := by
  obtain ⟨a, b, ha, -, hab, hA, hB⟩ := singlet_split S hψ
  have hs : contamination S ψ * (1 - contamination S ψ) = (‖a‖ * ‖b‖) ^ 2 := by
    rw [mul_pow, hA, hB]; ring
  rw [hs, Real.sqrt_sq (by positivity), ← hB]
  -- the singlet-singlet term is absent
  have hm : inner ℂ ψ (Vz ψ) = inner ℂ a (Vz b) + inner ℂ b (Vz a) + inner ℂ b (Vz b) := by
    rw [hab, map_add, inner_add_left, inner_add_right, inner_add_right,
      singlet_no_moment hS hV ha ha]
    ring
  rw [hm]
  refine norm_add₃_le.trans ?_
  linarith [element_le hc a b, element_le hc b a, element_le hc b b]

/-- For Hermitian spin components, `[Sx, Vy] = i Vz` and Hermitian `Vz` of norm at most `c`,
a unit state of non-singlet weight `w ≤ 1/2` has `|⟨Vz⟩| ≤ 2 c √(w (1 - w))`. -/
theorem moment_le_sharp {S : Fin 3 → Module.End ℂ E} (hS : ∀ i, (S i).IsSymmetric)
    {Vy Vz : Module.End ℂ E} (hV : S 0 * Vy - Vy * S 0 = Complex.I • Vz)
    (hz : Vz.IsSymmetric) {c : ℝ} (hc : ∀ x, ‖Vz x‖ ≤ c * ‖x‖) {ψ : E} (hψ : ‖ψ‖ = 1)
    (hw : contamination S ψ ≤ 1 / 2) :
    ‖inner ℂ ψ (Vz ψ)‖ ≤ 2 * c * √(contamination S ψ * (1 - contamination S ψ)) := by
  obtain ⟨a, b, ha, ho, hab, hA, hB⟩ := singlet_split S hψ
  have hs : contamination S ψ * (1 - contamination S ψ) = (‖a‖ * ‖b‖) ^ 2 := by
    rw [mul_pow, hA, hB]; ring
  rw [hs, Real.sqrt_sq (by positivity)]
  have haa := singlet_no_moment hS hV ha ha
  have hba : inner ℂ b (Vz a) = starRingEnd ℂ (inner ℂ a (Vz b)) := by
    rw [inner_conj_symm, hz b a]
  have hbb : (((inner ℂ b (Vz b)).re : ℝ) : ℂ) = inner ℂ b (Vz b) :=
    Complex.conj_eq_iff_re.1 (by rw [inner_conj_symm, hz b b])
  have hX := Complex.add_conj (inner ℂ a (Vz b))
  have hXb := (Complex.abs_re_le_norm _).trans (element_le hc a b)
  set X := (inner ℂ a (Vz b)).re
  set Y := (inner ℂ b (Vz b)).re
  -- the value of ⟨v, Vz v⟩ for any real combination v of the two components
  have key : ∀ s t : ℝ, inner ℂ ((s : ℂ) • a + (t : ℂ) • b) (Vz ((s : ℂ) • a + (t : ℂ) • b))
      = ((2 * s * t * X + t ^ 2 * Y : ℝ) : ℂ) := by
    intro s t
    simp only [map_add, map_smul, inner_add_left, inner_add_right, inner_smul_left,
      inner_smul_right, Complex.conj_ofReal]
    push_cast at hX ⊢
    linear_combination (s : ℂ) * t * hX + (s : ℂ) ^ 2 * haa + (s : ℂ) * t * hba
      - (t : ℂ) ^ 2 * hbb
  have hm : inner ℂ ψ (Vz ψ) = ((2 * X + Y : ℝ) : ℂ) := by
    have h := key 1 1
    simp only [Complex.ofReal_one, one_smul, ← hab] at h
    rw [h]; norm_num
  -- the trial vector ‖b‖ a + ‖a‖ b weighs both components equally
  have ht := element_le hc ((‖b‖ : ℂ) • a + (‖a‖ : ℂ) • b) ((‖b‖ : ℂ) • a + (‖a‖ : ℂ) • b)
  have hn := norm_add_sq (𝕜 := ℂ) ((‖b‖ : ℂ) • a) ((‖a‖ : ℂ) • b)
  rw [inner_smul_left, inner_smul_right, ho, mul_zero, mul_zero, map_zero, norm_smul, norm_smul,
    Complex.norm_real, Complex.norm_real, norm_norm, norm_norm] at hn
  rw [key, Complex.norm_real, Real.norm_eq_abs, ← sq, hn] at ht
  rw [hm, Complex.norm_real, Real.norm_eq_abs]
  have hb0 := norm_nonneg b
  have ha0 : 0 < ‖a‖ := by
    rcases (norm_nonneg a).eq_or_lt with h | h
    · rw [← h] at hA; norm_num at hA; linarith
    · exact h
  have hle : ‖b‖ ≤ ‖a‖ := (sq_le_sq₀ hb0 ha0.le).1 (by linarith)
  obtain ⟨t1, t2⟩ := abs_le.1 ht
  obtain ⟨x1, x2⟩ := abs_le.1 hXb
  have u1 : -(2 * c * ‖a‖ * ‖b‖ ^ 2) ≤ 2 * ‖b‖ * X + ‖a‖ * Y :=
    le_of_mul_le_mul_left (by linarith) ha0
  have u2 : 2 * ‖b‖ * X + ‖a‖ * Y ≤ 2 * c * ‖a‖ * ‖b‖ ^ 2 :=
    le_of_mul_le_mul_left (by linarith) ha0
  have v1 := mul_le_mul_of_nonneg_left x1 (sub_nonneg.2 hle)
  have v2 := mul_le_mul_of_nonneg_left x2 (sub_nonneg.2 hle)
  exact abs_le.2 ⟨le_of_mul_le_mul_left (by linarith) ha0,
    le_of_mul_le_mul_left (by linarith) ha0⟩

/-- The operator on the four states `↑↑, ↑↓, ↓↑, ↓↓` given by a matrix. -/
def op (M : Matrix (Fin 4) (Fin 4) ℂ) : Module.End ℂ (EuclideanSpace ℂ (Fin 4)) where
  toFun x := WithLp.toLp 2 (M *ᵥ x.ofLp)
  map_add' x y := by simp [Matrix.mulVec_add]
  map_smul' r x := by simp [Matrix.mulVec_smul]

/-- The total spin components of two spins one-half. -/
def pairSpin : Fin 3 → Matrix (Fin 4) (Fin 4) ℂ :=
  ![!![0, 1/2, 1/2, 0; 1/2, 0, 0, 1/2; 1/2, 0, 0, 1/2; 0, 1/2, 1/2, 0],
    !![0, -Complex.I/2, -Complex.I/2, 0; Complex.I/2, 0, 0, -Complex.I/2;
      Complex.I/2, 0, 0, -Complex.I/2; 0, Complex.I/2, Complex.I/2, 0],
    !![1, 0, 0, 0; 0, 0, 0, 0; 0, 0, 0, 0; 0, 0, 0, -1]]

/-- The difference of the y-components of the two spins. -/
def diffY : Matrix (Fin 4) (Fin 4) ℂ :=
  !![0, Complex.I/2, -Complex.I/2, 0; -Complex.I/2, 0, 0, -Complex.I/2;
    Complex.I/2, 0, 0, Complex.I/2; 0, Complex.I/2, -Complex.I/2, 0]

/-- The difference of the z-components of the two spins. -/
def diffZ : Matrix (Fin 4) (Fin 4) ℂ :=
  !![0, 0, 0, 0; 0, 1, 0, 0; 0, 0, -1, 0; 0, 0, 0, 0]

/-- The two-spin state `p ↑↓ - q ↓↑` with real amplitudes. -/
def pairState (p q : ℝ) : EuclideanSpace ℂ (Fin 4) := WithLp.toLp 2 ![0, (p : ℂ), -(q : ℂ), 0]

/-- A Hermitian matrix gives a Hermitian operator. -/
theorem op_symmetric {M : Matrix (Fin 4) (Fin 4) ℂ} (hM : M.IsHermitian) :
    (op M).IsSymmetric := by
  intro x y
  rw [EuclideanSpace.inner_eq_star_dotProduct, EuclideanSpace.inner_eq_star_dotProduct]
  change y.ofLp ⬝ᵥ star (M *ᵥ x.ofLp) = (M *ᵥ y.ofLp) ⬝ᵥ star x.ofLp
  rw [Matrix.star_mulVec, hM.eq, dotProduct_comm, ← Matrix.dotProduct_mulVec, dotProduct_comm]

/-- For two spins one-half, let `Vy` and `Vz` be the differences of the two y-spins and of the two
z-spins. The total spin components and `Vz` are Hermitian, `[Sx, Vy] = i Vz`, and `Vz` has norm at
most one. -/
theorem pair_witness : (∀ i, (op (pairSpin i)).IsSymmetric) ∧ (op diffZ).IsSymmetric ∧
    op (pairSpin 0) * op diffY - op diffY * op (pairSpin 0) = Complex.I • op diffZ ∧
    ∀ x, ‖op diffZ x‖ ≤ 1 * ‖x‖ := by
  refine ⟨fun i => op_symmetric ?_, op_symmetric ?_, ?_, fun x => ?_⟩
  · fin_cases i <;> ext j k <;> fin_cases j <;> fin_cases k <;> simp [pairSpin]
  · ext j k
    fin_cases j <;> fin_cases k <;> simp [diffZ]
  · have h : pairSpin 0 * diffY - diffY * pairSpin 0 = Complex.I • diffZ := by
      ext j k
      fin_cases j <;> fin_cases k <;>
        simp [pairSpin, diffY, diffZ] <;> ring
    refine LinearMap.ext fun x => ?_
    have h' := congrArg (fun M => M *ᵥ x.ofLp) h
    simp only [Matrix.sub_mulVec, ← Matrix.mulVec_mulVec, Matrix.smul_mulVec] at h'
    exact congrArg (WithLp.toLp 2) h'
  · rw [one_mul]
    refine (sq_le_sq₀ (norm_nonneg _) (norm_nonneg _)).1 ?_
    rw [EuclideanSpace.norm_sq_eq, EuclideanSpace.norm_sq_eq]
    simp [op, diffZ, dotProduct, Fin.sum_univ_four]
    nlinarith [sq_nonneg ‖x.ofLp 0‖, sq_nonneg ‖x.ofLp 3‖]

/-- The state `p ↑↓ - q ↓↑` has non-singlet weight `(p - q)² / 2`. -/
theorem pair_contamination (p q : ℝ) :
    contamination (fun i => op (pairSpin i)) (pairState p q) = (p - q) ^ 2 / 2 := by
  have hs : pairState ((p + q) / 2) ((p + q) / 2) ∈ singlets (fun i => op (pairSpin i)) := by
    have h : ∀ i, op (pairSpin i) (pairState ((p + q) / 2) ((p + q) / 2)) = 0 := by
      intro i
      fin_cases i <;> ext j <;> fin_cases j <;>
        simp [op, pairSpin, pairState, dotProduct, Fin.sum_univ_four]
    simp [singlets, spinSq, LinearMap.sum_apply, h]
  have hd : pairState p q - pairState ((p + q) / 2) ((p + q) / 2)
      = pairState ((p - q) / 2) (-((p - q) / 2)) := by
    ext j
    fin_cases j <;> simp [pairState] <;> ring
  -- the rest is orthogonal to every singlet, since Sx k = 0 forces opposite amplitudes
  have ho : pairState p q - pairState ((p + q) / 2) ((p + q) / 2)
      ∈ (singlets (fun i => op (pairSpin i)))ᗮ := by
    rw [hd, Submodule.mem_orthogonal]
    intro k hk
    have h := congrArg (fun x => x.ofLp 0) (singlet_annihilated pair_witness.1 hk 0)
    simp [op, pairSpin, dotProduct, Fin.sum_univ_four] at h
    have h2 : k.ofLp 2 = -k.ofLp 1 := by linear_combination 2 * h
    simp [pairState, PiLp.inner_apply, Fin.sum_univ_four, h2]
  rw [contamination, Submodule.eq_starProjection_of_mem_orthogonal hs ho, hd,
    EuclideanSpace.norm_sq_eq]
  have hr : ∀ r : ℝ, ∑ i, ‖(pairState r (-r)).ofLp i‖ ^ 2 = 2 * r ^ 2 := by
    intro r
    simp [pairState, Fin.sum_univ_four]
    ring
  rw [hr]
  ring

/-- Every normalised two-spin state `p ↑↓ - q ↓↑` of non-singlet weight `w` has
`|⟨Vz⟩| = 2 √(w (1 - w))` for the difference `Vz` of the two z-spins. For `w ≤ 1/2` this is equality
in `moment_le_sharp` with `c = 1`. -/
theorem pair_attains {p q : ℝ} (h : p ^ 2 + q ^ 2 = 1) :
    ‖inner ℂ (pairState p q) (op diffZ (pairState p q))‖ =
      2 * √(contamination (fun i => op (pairSpin i)) (pairState p q) *
        (1 - contamination (fun i => op (pairSpin i)) (pairState p q))) := by
  have hm : inner ℂ (pairState p q) (op diffZ (pairState p q)) = ((p ^ 2 - q ^ 2 : ℝ) : ℂ) := by
    simp [pairState, op, diffZ, PiLp.inner_apply, dotProduct, Fin.sum_univ_four]
    ring
  have hw : (p - q) ^ 2 / 2 * (1 - (p - q) ^ 2 / 2) = ((p ^ 2 - q ^ 2) / 2) ^ 2 := by
    linear_combination (-(p - q) ^ 2 / 2) * h
  rw [hm, pair_contamination, hw, Real.sqrt_sq_eq_abs, Complex.norm_real, Real.norm_eq_abs,
    abs_div, abs_two]
  ring

end

end SpinContamination
```

```lean
#print axioms SpinContamination.singlet_split
#print axioms SpinContamination.moment_le
#print axioms SpinContamination.moment_le_sharp
#print axioms SpinContamination.pair_attains
```

```
'SpinContamination.singlet_split' depends on axioms: [propext, Classical.choice, Quot.sound]
'SpinContamination.moment_le' depends on axioms: [propext, Classical.choice, Quot.sound]
'SpinContamination.moment_le_sharp' depends on axioms: [propext, Classical.choice, Quot.sound]
'SpinContamination.pair_attains' depends on axioms: [propext, Classical.choice, Quot.sound]
```

## From annihilated singlets to the attained bound

`singlet_annihilated` writes $\langle a,S^2a\rangle$ as a sum of squared norms and concludes that each term is zero. `singlet_no_moment` takes the matrix element of the commutator hypothesis `hV`, moves $S_x$ to the left and cancels the factor $i$. `element_le` is the Cauchy–Schwarz estimate, and `singlet_split` supplies $a$, $b$ and their norms from the orthogonal projection.

In `moment_le`, `hm` is the expansion without the singlet–singlet term. The triangle inequality `norm_add₃_le` and three uses of `element_le` finish it.

In `moment_le_sharp`, `key` computes $\langle v,V_zv\rangle$ for $v=sa+tb$ with real $s,t$. The choice $s=t=1$ gives the moment; $s=\|b\|$, $t=\|a\|$ gives the trial vector, whose squared norm is `hn`. The inequalities `u1` and `u2` are the two sides of the trial bound after division by $\|a\|$, while `v1` and `v2` are the bounds on $X$ multiplied by $\|a\|-\|b\|$. Adding twice the latter to the former reproduces the last estimate above.

For the two spins, `pair_witness` verifies the hypotheses entry by entry from the explicit matrices, with $c=1$. `pair_contamination` identifies the projection by showing that one part of the state is a singlet and the rest is orthogonal to every singlet. `pair_attains` then computes the moment and uses $w(1-w)=((p^2-q^2)/2)^2$.
